# Layer-propagator eigenvalues lie inside the unit circle for a retarded surface Green's function at Im z > 0

Let $H_0$ be Hermitian, let $V$ be square, and let $g$ satisfy $g(z-H_0-VgV^\dagger)=1$ with $i(g-g^\dagger)\ge 0$. If $\operatorname{Im} z>0$, every eigenvalue of $P=gV^\dagger$ has modulus strictly below one, even when $V$ is singular. In quantum transport this means that the modes which $P$ carries into the lead decay away from the surface, for a non-interacting periodic lead with finitely many orthonormal orbitals per layer, layer Hamiltonian $H_0$, and coupling $V$ between neighbouring layers only.

## The lead and its surface

```lean
import Mathlib

open Matrix Complex Filter Topology
open scoped ComplexOrder

namespace SurfaceGreenPropagator

noncomputable section

variable {n : Type*} [Fintype n] [DecidableEq n]
```

The finite type `n` labels the orbitals of one layer, taken as an orthonormal basis.

```lean
/-- Conditions satisfied by a retarded surface Green's function `g` of a periodic lead with layer
Hamiltonian `H0` and interlayer coupling `V` at complex energy `z`. -/
structure IsRetardedSurface (H0 V g : Matrix n n ℂ) (z : ℂ) : Prop where
  hermitian : H0.IsHermitian
  dyson : g * (z • (1 : Matrix n n ℂ) - H0 - V * g * Vᴴ) = 1
  retarded : (I • (g - gᴴ)).PosSemidef
```

`IsRetardedSurface` bundles three hypotheses; `ᴴ` is the conjugate transpose. The field `dyson` says that removing the surface layer leaves the same lead, so $g$ reappears in its own self-energy $VgV^\dagger$. The field `retarded` says that the surface spectral matrix is nonnegative. Both are assumed: $g$ is not constructed here from a semi-infinite Hamiltonian. At real $z$ the conditions can also admit a solution that is not the retarded limit: for one orbital with $H_0=0$, $V=1$ and $z=3$, both real roots of $g(3-g)=1$ satisfy them.

```lean
/-- The layer propagator `g Vᴴ`, which carries an amplitude from one layer to the next. -/
def propagator (V g : Matrix n n ℂ) : Matrix n n ℂ := g * Vᴴ
```

With layers $m$ counted into the lead, $V$ is the Hamiltonian block $H_{m,m+1}$ and $V^\dagger$ is $H_{m+1,m}$. For the retarded solution with no source on the deeper layers, an amplitude $w$ on one layer gives the amplitude $Pw$ on the next layer into the lead. Other solutions at the same $z$, such as waves arriving from the lead, need not obey this rule.

```lean
/-- The broadening matrix `V i(g - gᴴ) Vᴴ` of the lead. -/
def broadening (V g : Matrix n n ℂ) : Matrix n n ℂ := V * (I • (g - gᴴ)) * Vᴴ
```

This is $\Gamma=V\,i(g-g^\dagger)V^\dagger$, the broadening that the lead gives to a layer attached to it through the same coupling $V$.

```lean
/-- The real part of the quadratic form of `M` in the amplitude `w`. -/
def expect (M : Matrix n n ℂ) (w : n → ℂ) : ℝ := (star w ⬝ᵥ (M *ᵥ w)).re
```

`expect M w` is $M(w)=\operatorname{Re}(w^\dagger Mw)$. It is an expectation value only for normalised $w$, and no normalisation is imposed.

```lean
/-- The total weight of an amplitude on one layer. -/
def weight (w : n → ℂ) : ℝ := ∑ i, ‖w i‖ ^ 2
```

The weight is $\|w\|^2=\sum_i|w_i|^2$.

```lean
omit [DecidableEq n] in
/-- The real part of the quadratic form of `Pᴴ M P` in `w` equals the real part of the quadratic
form of `M` in `P w`. -/
lemma expect_conj (M P : Matrix n n ℂ) (w : n → ℂ) :
    expect (Pᴴ * M * P) w = expect M (P *ᵥ w) := by
  unfold expect
  rw [Matrix.star_mulVec, ← Matrix.dotProduct_mulVec]
  simp only [Matrix.mulVec_mulVec, Matrix.mul_assoc]
```

This is the real part of $w^\dagger P^\dagger MPw=(Pw)^\dagger M(Pw)$; `*ᵥ` applies a matrix to a vector.

## Balance between neighbouring layers

```lean
/-- The broadening is reproduced by the propagator once the absorption `2 Im z` is added:
`Γ = Pᴴ (Γ + 2 Im z) P`. -/
theorem broadening_eq {H0 V g : Matrix n n ℂ} {z : ℂ} (h : IsRetardedSurface H0 V g z) :
    broadening V g = (propagator V g)ᴴ *
      (broadening V g + ((2 * z.im : ℝ) : ℂ) • (1 : Matrix n n ℂ)) * propagator V g := by
  obtain ⟨A, hA⟩ : ∃ A, A = z • (1 : Matrix n n ℂ) - H0 - V * g * Vᴴ := ⟨_, rfl⟩
  have hgA : g * A = 1 := by rw [hA]; exact h.dyson
  have hAg : A * g = 1 := mul_eq_one_comm.mp hgA
  have hAg' : gᴴ * Aᴴ = 1 := by
    rw [← Matrix.conjTranspose_mul, hAg, Matrix.conjTranspose_one]
  have hAH : Aᴴ = star z • (1 : Matrix n n ℂ) - H0 - V * gᴴ * Vᴴ := by
    rw [hA]
    simp only [Matrix.conjTranspose_sub, Matrix.conjTranspose_smul, Matrix.conjTranspose_one,
      Matrix.conjTranspose_mul, Matrix.conjTranspose_conjTranspose, h.hermitian.eq,
      Matrix.mul_assoc]
  have hz : ((2 * z.im : ℝ) : ℂ) = I * (star z - z) := by
    apply Complex.ext <;> simp
    ring
  -- the anti-Hermitian part of the inverse Green's function
  have key : broadening V g + ((2 * z.im : ℝ) : ℂ) • (1 : Matrix n n ℂ) = I • (Aᴴ - A) := by
    rw [hz, hAH, hA, broadening]
    simp only [Matrix.mul_smul, Matrix.smul_mul, Matrix.mul_sub, Matrix.sub_mul]
    module
  rw [key, propagator, Matrix.conjTranspose_mul, Matrix.conjTranspose_conjTranspose]
  have e : V * gᴴ * (I • (Aᴴ - A)) * (g * Vᴴ)
      = I • (V * (gᴴ * Aᴴ) * g * Vᴴ - V * gᴴ * (A * g) * Vᴴ) := by
    simp only [Matrix.mul_smul, Matrix.smul_mul, Matrix.mul_sub, Matrix.sub_mul,
      Matrix.mul_assoc]
  rw [e, hAg, hAg', broadening]
  simp only [Matrix.mul_smul, Matrix.smul_mul, Matrix.mul_sub, Matrix.sub_mul, Matrix.mul_one]
```

The argument `h` supplies the three hypotheses. Put $A=z-H_0-VgV^\dagger$. Since $gA=1$ for square matrices, also $Ag=1$, and hence $g^\dagger A^\dagger=1$. Hermiticity of $H_0$ gives the step named `key`:
$$i(A^\dagger-A)=i(\bar z-z)+V\,i(g-g^\dagger)V^\dagger=2\operatorname{Im}z+\Gamma.$$
Multiplying by $P^\dagger=Vg^\dagger$ and $P=gV^\dagger$ gives
$$P^\dagger(\Gamma+2\operatorname{Im}z)P=iV(g^\dagger A^\dagger g-g^\dagger Ag)V^\dagger=\Gamma.$$
$V$ is never inverted.

```lean
/-- The broadening of a retarded lead is nonnegative in every amplitude. -/
lemma broadening_nonneg {H0 V g : Matrix n n ℂ} {z : ℂ} (h : IsRetardedSurface H0 V g z)
    (w : n → ℂ) : 0 ≤ expect (broadening V g) w := by
  have e := expect_conj (I • (g - gᴴ)) Vᴴ w
  rw [Matrix.conjTranspose_conjTranspose] at e
  rw [broadening, e]
  exact (Complex.le_def.mp (h.retarded.dotProduct_mulVec_nonneg (Vᴴ *ᵥ w))).1
```

Here $\Gamma(w)$ is the form of $i(g-g^\dagger)$ in $V^\dagger w$, which is nonnegative by `retarded`.

```lean
/-- Balance for one layer: the broadening in `w` equals the broadening in `P w` plus
`2 Im z` times the weight of `P w`. -/
theorem layer_balance {H0 V g : Matrix n n ℂ} {z : ℂ} (h : IsRetardedSurface H0 V g z)
    (w : n → ℂ) : expect (broadening V g) w =
      expect (broadening V g) (propagator V g *ᵥ w)
        + 2 * z.im * weight (propagator V g *ᵥ w) := by
  have hd : ∀ u : n → ℂ, (star u ⬝ᵥ u).re = weight u := by
    intro u
    rw [dotProduct, Complex.re_sum, weight]
    refine Finset.sum_congr rfl fun i _ => ?_
    rw [← Complex.normSq_eq_norm_sq, Complex.normSq_apply]
    simp [Complex.mul_re]
  conv_lhs => rw [broadening_eq h]
  rw [expect_conj]
  simp only [expect, Matrix.add_mulVec, Matrix.smul_mulVec, Matrix.one_mulVec, dotProduct_add,
    dotProduct_smul, smul_eq_mul, Complex.add_re, Complex.re_ofReal_mul, hd]
```

Taking the matrix identity in $w$ yields
$$\Gamma(w)=\Gamma(Pw)+2\operatorname{Im}z\,\|Pw\|^2.$$
The last term is the absorption that a positive $\operatorname{Im}z$ introduces on every layer. The local fact `hd` identifies $\operatorname{Re}(u^\dagger u)$ with the weight.

## The eigenvalue bound

```lean
/-- Every eigenvalue of the layer propagator has modulus strictly below one when `Im z > 0`,
for any square coupling `V`, singular or not. -/
theorem propagator_eigenvalue_norm_lt_one {H0 V g : Matrix n n ℂ} {z : ℂ}
    (h : IsRetardedSurface H0 V g z) (hz : 0 < z.im) {x : ℂ} {w : n → ℂ} (hw : w ≠ 0)
    (hx : propagator V g *ᵥ w = x • w) : ‖x‖ < 1 := by
  have hb := layer_balance h w
  have hxx : star x * x = ((‖x‖ ^ 2 : ℝ) : ℂ) := by
    rw [← Complex.normSq_eq_norm_sq, mul_comm]
    exact Complex.mul_conj x
  have h1 : expect (broadening V g) (x • w) = ‖x‖ ^ 2 * expect (broadening V g) w := by
    unfold expect
    simp only [star_smul, Matrix.mulVec_smul, smul_dotProduct, dotProduct_smul, smul_eq_mul]
    rw [← Complex.re_ofReal_mul, ← hxx]
    congr 1
    ring
  have h2 : weight (x • w) = ‖x‖ ^ 2 * weight w := by
    simp [weight, mul_pow, Finset.mul_sum]
  have hpos : 0 < weight w := by
    obtain ⟨i, hi⟩ := Function.ne_iff.mp hw
    exact Finset.sum_pos' (fun j _ => by positivity)
      ⟨i, Finset.mem_univ i, pow_pos (norm_pos_iff.mpr hi) 2⟩
  rw [hx, h1, h2] at hb
  -- a modulus of at least one would leave nothing to pay for the absorption
  by_contra hc
  have hr : 1 ≤ ‖x‖ ^ 2 := one_le_pow₀ (not_lt.mp hc)
  have hg := mul_nonneg (sub_nonneg.mpr hr) (broadening_nonneg h w)
  have ha : 0 < 2 * z.im * (‖x‖ ^ 2 * weight w) := by
    have : 0 < ‖x‖ ^ 2 := by linarith
    positivity
  linarith
```

The hypotheses `hw` and `hx` say that $w\neq0$ and $Pw=xw$. Both quadratic quantities scale by $|x|^2$ (`h1`, `h2`), so the balance becomes
$$0=(|x|^2-1)\,\Gamma(w)+2\operatorname{Im}z\,|x|^2\|w\|^2.$$
If $|x|\ge1$, the first term is nonnegative and the second strictly positive, a contradiction. `by_contra` starts this argument and `linarith` closes it.

In a transport code one typically sets $z=E+i\eta$ with small $\eta>0$ and computes $g$ iteratively. In an orthonormal basis, and with $V$ oriented so that the self-energy is $VgV^\dagger$, the eigenvalues of $gV^\dagger$ then give a cheap check: a modulus clearly above one shows that the computed $g$ is not an accurate retarded solution.

## Decay into the lead

```lean
/-- Sum rule: the broadening in `w` equals the broadening left after `m` layers plus `2 Im z`
times the total weight on these layers. -/
theorem layer_sum_rule {H0 V g : Matrix n n ℂ} {z : ℂ} (h : IsRetardedSurface H0 V g z)
    (w : n → ℂ) (m : ℕ) : expect (broadening V g) w =
      expect (broadening V g) (propagator V g ^ m *ᵥ w)
        + 2 * z.im * ∑ k ∈ Finset.range m, weight (propagator V g ^ (k + 1) *ᵥ w) := by
  induction m with
  | zero => simp
  | succ m ih =>
    have hb := layer_balance h (propagator V g ^ m *ᵥ w)
    rw [Matrix.mulVec_mulVec, ← pow_succ'] at hb
    rw [Finset.sum_range_succ, mul_add]
    linarith
```

Applying the balance to $w,Pw,P^2w,\dots$ and adding, by induction on $m$, gives
$$\Gamma(w)=\Gamma(P^mw)+2\operatorname{Im}z\sum_{k=0}^{m-1}\|P^{k+1}w\|^2.$$

```lean
/-- When `Im z > 0`, the weight of any amplitude tends to zero under repeated propagation
into the lead. -/
theorem weight_tendsto_zero {H0 V g : Matrix n n ℂ} {z : ℂ}
    (h : IsRetardedSurface H0 V g z) (hz : 0 < z.im) (w : n → ℂ) :
    Tendsto (fun m : ℕ => weight (propagator V g ^ m *ᵥ w)) atTop (𝓝 0) := by
  have hs : Summable (fun k : ℕ => weight (propagator V g ^ (k + 1) *ᵥ w)) := by
    refine summable_of_sum_range_le (c := expect (broadening V g) w / (2 * z.im))
      (fun k => Finset.sum_nonneg fun i _ => by positivity) fun m => ?_
    rw [le_div_iff₀ (by positivity)]
    have h1 := layer_sum_rule h w m
    have h2 := broadening_nonneg h (propagator V g ^ m *ᵥ w)
    linarith
  exact (tendsto_add_atTop_iff_nat 1).mp hs.tendsto_atTop_zero
```

Because $\Gamma(P^mw)\ge0$, the partial sums of the weights never exceed $\Gamma(w)/(2\operatorname{Im}z)$. The series converges, so its terms tend to zero: $\|P^mw\|^2\to0$ for every $w$, eigenvector or not. `Tendsto … atTop (𝓝 0)` is Lean's form of this limit.

## Two leads with numbers

```lean
/-- A two-orbital lead with singular coupling at `z = 3i/2` has a retarded surface Green's
function, and its propagator has the eigenvalue `-i/2`. -/
theorem isRetardedSurface_witness :
    IsRetardedSurface (0 : Matrix (Fin 2) (Fin 2) ℂ) !![1, 0; 0, 0]
      !![-I / 2, 0; 0, -(2 * I) / 3] (3 * I / 2) ∧
    propagator !![1, 0; 0, 0] !![-I / 2, 0; 0, -(2 * I) / 3] *ᵥ ![1, 0]
      = (-I / 2) • ![1, 0] := by
  refine ⟨⟨Matrix.isHermitian_zero, ?_, ?_⟩, ?_⟩
  · have hV : (!![1, 0; 0, 0] : Matrix (Fin 2) (Fin 2) ℂ)ᴴ = !![1, 0; 0, 0] := by
      ext i j
      fin_cases i <;> fin_cases j <;> simp
    rw [hV, Matrix.one_fin_two]
    ext i j
    fin_cases i <;> fin_cases j <;> apply Complex.ext <;>
      simp [Matrix.mul_apply, Fin.sum_univ_two] <;> norm_num
  · have e : I • (!![-I / 2, 0; 0, -(2 * I) / 3] - !![-I / 2, 0; 0, -(2 * I) / 3]ᴴ)
        = Matrix.diagonal ![(1 : ℂ), 4 / 3] := by
      ext i j
      fin_cases i <;> fin_cases j <;> apply Complex.ext <;> simp <;> norm_num
    rw [e]
    refine Matrix.posSemidef_diagonal_iff.mpr fun i => ?_
    fin_cases i <;> norm_num [Complex.le_def]
  · ext i
    fin_cases i <;> simp [propagator, Matrix.mulVec, dotProduct, Matrix.mul_apply,
      Fin.sum_univ_succ]
```

Take $H_0=0$, $V=\mathrm{diag}(1,0)$ and $z=3i/2$. The coupled orbital has $g_{11}=-i/2$, since $z-g_{11}=2i$ and $1/(2i)=-i/2$. The uncoupled one has $1/z=-2i/3$. Thus $i(g-g^\dagger)=\mathrm{diag}(1,4/3)$ and $P=\mathrm{diag}(-i/2,0)$. For $w=(1,0)$ the balance reads $1=\tfrac14+3\cdot\tfrac14$.

```lean
/-- At the real energy `z = 0` a one-orbital lead has a retarded surface Green's function
whose propagator has the eigenvalue `-i`, of modulus one. -/
theorem real_energy_modulus_one :
    IsRetardedSurface (0 : Matrix (Fin 1) (Fin 1) ℂ) 1 !![-I] 0 ∧
    propagator 1 !![-I] *ᵥ ![1] = (-I) • ![1] ∧ ‖-I‖ = 1 := by
  refine ⟨⟨Matrix.isHermitian_zero, ?_, ?_⟩, ?_, by simp⟩
  · ext i j
    fin_cases i; fin_cases j
    simp [Matrix.mul_apply]
  · have e : I • (!![-I] - !![-I]ᴴ) = Matrix.diagonal ![(2 : ℂ)] := by
      ext i j
      fin_cases i; fin_cases j
      apply Complex.ext <;> simp
      norm_num
    rw [e]
    refine Matrix.posSemidef_diagonal_iff.mpr fun i => ?_
    fin_cases i
    norm_num [Complex.le_def]
  · ext i
    fin_cases i
    simp [propagator, Matrix.mulVec, dotProduct]

end

end SurfaceGreenPropagator
```

With one orbital, $H_0=0$, $V=1$ and $z=0$, the choice $g=-i$ satisfies $g(0-g)=1$ and $i(g-g^\dagger)=2$. The propagator eigenvalue is $-i$, of modulus one: a propagating mode without absorption. The strict bound therefore fails if $\operatorname{Im}z>0$ is relaxed to $\operatorname{Im}z\ge0$.

```lean
#print axioms SurfaceGreenPropagator.propagator_eigenvalue_norm_lt_one
-- 'SurfaceGreenPropagator.propagator_eigenvalue_norm_lt_one' depends on axioms: [propext, Classical.choice, Quot.sound]
#print axioms SurfaceGreenPropagator.weight_tendsto_zero
-- 'SurfaceGreenPropagator.weight_tendsto_zero' depends on axioms: [propext, Classical.choice, Quot.sound]
#print axioms SurfaceGreenPropagator.real_energy_modulus_one
-- 'SurfaceGreenPropagator.real_energy_modulus_one' depends on axioms: [propext, Classical.choice, Quot.sound]
```
